# Where the amplitude is nonzero, the radial equation in phase-amplitude form is equivalent to Calogero's two first-order equations

Writing a radial function as $u=A\sin(kr+\delta)$ replaces one unknown function by two. Without a second condition, many pairs $(A,\delta)$ describe the same $u$, and the phase at a finite radius has no definite meaning. Prescribing the slope $u'=kA\cos(kr+\delta)$ supplies that condition. The radial equation then fixes $\delta'$ and $A'$ wherever $A\neq0$.

```lean
import Mathlib

open Set

namespace CalogeroPhaseAmplitude

noncomputable section
```

## Wave function, slope and radial equation

Here $k>0$ is the wave number at a fixed positive energy $E=\hbar^2k^2/2m$, and $U$ is the real local potential, with any centrifugal term included, multiplied by $2m/\hbar^2$, where $m$ is the mass of the particle (the reduced mass for two colliding particles). The radial wave function $u(r)=A(r)\sin(kr+\delta(r))$ is $r$ times the radial factor of the full wave function. For angular momentum $l>0$ and a short-range potential, keeping the centrifugal term inside $U$ means that, for the solution regular at the origin, $\delta(r)$ tends at large $r$ to the phase shift minus $l\pi/2$, modulo $\pi$, and not to the phase shift itself.

```lean
/-- The radial wave function `u(r) = A(r) sin(kr + δ(r))`. -/
def wave (k : ℝ) (A δ : ℝ → ℝ) (r : ℝ) : ℝ :=
  A r * Real.sin (k * r + δ r)
```

The prescribed slope is that of a free wave whose amplitude and phase are momentarily held constant: $v(r)=kA(r)\cos(kr+\delta(r))$.

```lean
/-- The slope `k A(r) cos(kr + δ(r))` prescribed in the phase-amplitude representation. -/
def slope (k : ℝ) (A δ : ℝ → ℝ) (r : ℝ) : ℝ :=
  k * A r * Real.cos (k * r + δ r)
```

The radial equation $u''=(U-k^2)u$ becomes the pair $u'=v$ and $v'=(U-k^2)u$.

```lean
/-- At radius `r` the wave function has the prescribed slope, and the derivative of that slope
is `(U - k²) u`. -/
def SolvesAt (k : ℝ) (U A δ : ℝ → ℝ) (r : ℝ) : Prop :=
  HasDerivAt (wave k A δ) (slope k A δ r) r ∧
    HasDerivAt (slope k A δ) ((U r - k ^ 2) * wave k A δ r) r
```

`SolvesAt` imposes this pair at one radius, where `HasDerivAt` states that the derivative exists and gives its value. When it holds throughout an open interval, $v'$ is the second derivative of $u$ there. No boundary condition at the origin or at infinity is included.

Another model would start from a solution $u$ and define $A=\sqrt{u^2+(u'/k)^2}$, with $\delta$ a continuous choice of angle. The differentiability of $A$ and $\delta$, assumed here, would then have to be derived.

## From two derivatives to Calogero's equations

Put $s=\sin(kr+\delta)$ and $c=\cos(kr+\delta)$. The total phase has derivative $k+\delta'$, so the product and chain rules give
$$u'=A's+A(k+\delta')c.$$

```lean
/-- The derivative of the wave function in terms of the derivatives of amplitude and phase. -/
theorem hasDerivAt_wave {k r A' δ' : ℝ} {A δ : ℝ → ℝ}
    (hA : HasDerivAt A A' r) (hδ : HasDerivAt δ δ' r) :
    HasDerivAt (wave k A δ)
      (A' * Real.sin (k * r + δ r) + A r * (k + δ') * Real.cos (k * r + δ r)) r := by
  have hθ : HasDerivAt (fun x => k * x + δ x) (k + δ') r :=
    (((hasDerivAt_id' r).const_mul k).fun_add hδ).congr_deriv (by ring)
  have h := hA.fun_mul hθ.sin
  exact h.congr_deriv (by ring)
```

The same rules applied to the slope give
$$v'=k\bigl(A'c-A(k+\delta')s\bigr).$$

```lean
/-- The derivative of the prescribed slope in terms of the derivatives of amplitude and phase. -/
theorem hasDerivAt_slope {k r A' δ' : ℝ} {A δ : ℝ → ℝ}
    (hA : HasDerivAt A A' r) (hδ : HasDerivAt δ δ' r) :
    HasDerivAt (slope k A δ)
      (k * (A' * Real.cos (k * r + δ r) - A r * (k + δ') * Real.sin (k * r + δ r))) r := by
  have hθ : HasDerivAt (fun x => k * x + δ x) (k + δ') r :=
    (((hasDerivAt_id' r).const_mul k).fun_add hδ).congr_deriv (by ring)
  have h := (hA.const_mul k).fun_mul hθ.cos
  exact h.congr_deriv (by ring)
```

Equating these derivatives with their prescribed values leaves two linear equations:
$$A's+A\delta'c=0,\qquad kA'c-kA\delta's=UAs.$$
Multiply the first by $kc$ and subtract $s$ times the second. Since $s^2+c^2=1$, this gives $kA\delta'=-UAs^2$. Multiplying the first by $ks$ and adding $c$ times the second gives $kA'=UAsc$. Hence
$$\delta'=-\frac Uk s^2,\qquad A'=\frac Uk Asc.$$
Only the phase equation needs $A(r)\neq0$, to cancel $A$. At a zero of $A$ both $u$ and $v$ vanish, whatever the phase.

Conversely, inserting these formulas gives $A's+A\delta'c=0$ and $kA'c-kA\delta's=UAs(c^2+s^2)=UAs$, which restores the radial equation.

In the proof, `hw.unique` and `hs.unique` produce the linear equations, `p1` and `p2` are the separated ones, and `linear_combination` checks the multiplications.

```lean
/-- Where the amplitude is nonzero, the radial equation in phase-amplitude form is equivalent
to Calogero's pair of first-order equations for the phase and the amplitude. -/
theorem solvesAt_iff_calogero {k r A' δ' : ℝ} {U A δ : ℝ → ℝ} (hk : 0 < k)
    (hA : HasDerivAt A A' r) (hδ : HasDerivAt δ δ' r) (hA0 : A r ≠ 0) :
    SolvesAt k U A δ r ↔
      δ' = -(U r / k) * Real.sin (k * r + δ r) ^ 2 ∧
      A' = U r / k * A r * (Real.sin (k * r + δ r) * Real.cos (k * r + δ r)) := by
  have hw := hasDerivAt_wave (k := k) hA hδ
  have hs := hasDerivAt_slope (k := k) hA hδ
  have hsc := Real.sin_sq_add_cos_sq (k * r + δ r)
  unfold SolvesAt
  constructor
  · rintro ⟨h1, h2⟩
    -- two linear equations for the unknown derivatives
    have e1 := hw.unique h1
    have e2 := hs.unique h2
    simp only [wave, slope] at e1 e2
    generalize Real.sin (k * r + δ r) = s at *
    generalize Real.cos (k * r + δ r) = c at *
    -- rotating by the total phase separates them
    have p1 : A r * (k * δ') = A r * (-(U r * s ^ 2)) := by
      linear_combination k * c * e1 - s * e2 - k * A r * δ' * hsc
    have p2 : k * A' = U r * A r * (s * c) := by
      linear_combination k * s * e1 + c * e2 - k * A' * hsc
    have p3 := mul_left_cancel₀ hA0 p1
    constructor
    · rw [show -(U r / k) * s ^ 2 = (-(U r * s ^ 2)) / k by ring, eq_div_iff hk.ne']
      linarith
    · rw [show U r / k * A r * (s * c) = (U r * A r * (s * c)) / k by ring,
        eq_div_iff hk.ne']
      linarith
  · rintro ⟨h1, h2⟩
    have hkU : k * (U r / k) = U r := by field_simp
    constructor
    · refine hw.congr_deriv ?_
      simp only [slope]
      linear_combination Real.sin (k * r + δ r) * h2 + A r * Real.cos (k * r + δ r) * h1
    · refine hs.congr_deriv ?_
      simp only [wave]
      generalize Real.sin (k * r + δ r) = s at *
      generalize Real.cos (k * r + δ r) = c at *
      have p1 : k * δ' = -(U r * s ^ 2) := by
        linear_combination k * h1 - s ^ 2 * hkU
      have p2 : k * A' = U r * A r * (s * c) := by
        linear_combination k * h2 + A r * (s * c) * hkU
      linear_combination c * p2 - A r * s * p1 + U r * A r * s * hsc
```

## Amplitude by quadrature

Suppose the equations hold at every radius between $a$ and $b$, endpoints included, with $U$ continuous and $A$ nonzero there. Dividing the amplitude equation by $A$ gives $(\log|A|)'=(U/k)sc$. Integrating and exponentiating,
$$|A(b)|=|A(a)|\exp\int_a^b\frac{U}{k}\,sc\,dr.$$
In Lean, `Real.log (A x)` is $\log|A(x)|$ for nonzero $A(x)$, so either sign of the amplitude is covered. `uIcc a b` is the closed interval with its endpoints in either order.

```lean
/-- Where the radial equation holds and the amplitude stays nonzero, its magnitude at one radius
follows from that at another by a quadrature over the potential and the phase. -/
theorem amplitude_quadrature {k a b : ℝ} {U A δ : ℝ → ℝ} (hk : 0 < k)
    (hU : ContinuousOn U (uIcc a b))
    (hA : ∀ r ∈ uIcc a b, DifferentiableAt ℝ A r)
    (hδ : ∀ r ∈ uIcc a b, DifferentiableAt ℝ δ r)
    (hA0 : ∀ r ∈ uIcc a b, A r ≠ 0)
    (hu : ∀ r ∈ uIcc a b, SolvesAt k U A δ r) :
    |A b| = |A a| * Real.exp (∫ r in a..b,
      U r / k * (Real.sin (k * r + δ r) * Real.cos (k * r + δ r))) := by
  have hδc : ContinuousOn δ (uIcc a b) :=
    fun r hr => (hδ r hr).continuousAt.continuousWithinAt
  have hθ : ContinuousOn (fun r => k * r + δ r) (uIcc a b) :=
    (continuous_const.mul continuous_id').continuousOn.add hδc
  have hc : ContinuousOn (fun r => U r / k *
      (Real.sin (k * r + δ r) * Real.cos (k * r + δ r))) (uIcc a b) :=
    (hU.div_const k).mul ((Real.continuous_sin.comp_continuousOn hθ).mul
      (Real.continuous_cos.comp_continuousOn hθ))
  -- the amplitude equation gives the logarithmic derivative of A
  have hd : ∀ r ∈ uIcc a b, HasDerivAt (fun x => Real.log (A x))
      (U r / k * (Real.sin (k * r + δ r) * Real.cos (k * r + δ r))) r := by
    intro r hr
    have h0 := hA0 r hr
    have he := ((solvesAt_iff_calogero hk (hA r hr).hasDerivAt
      (hδ r hr).hasDerivAt h0).1 (hu r hr)).2
    refine ((hA r hr).hasDerivAt.log h0).congr_deriv ?_
    rw [div_eq_iff h0, he]
    ring
  have ha := hA0 a left_mem_uIcc
  have hb := hA0 b right_mem_uIcc
  have ha' : |A a| ≠ 0 := abs_ne_zero.2 ha
  rw [intervalIntegral.integral_eq_sub_of_hasDerivAt hd hc.intervalIntegrable,
    Real.exp_sub, Real.exp_log_eq_abs hb, Real.exp_log_eq_abs ha]
  field_simp
```

In a single-channel s-wave scattering calculation with a bounded short-range potential, a code can integrate the phase equation outward from $\delta(0)=0$ on its own, because $A$ does not appear in it, and read the phase shift where $U$ has become negligible. The quadrature can be accumulated alongside; storing $\log|A|$ avoids overflow in strongly repulsive regions.

If $|U|\le M$ on the interval, then $(s\pm c)^2\ge0$ gives $|sc|\le1/2$. The integrand is at most $M/(2k)$ in magnitude, so
$$|A(b)|\le|A(a)|\exp\frac{M|b-a|}{2k}.$$

```lean
/-- If `|U| ≤ M` between two radii and the amplitude of a solution stays nonzero there, the
magnitude of the amplitude grows between them by at most the factor `exp(M |b - a| / (2k))`. -/
theorem amplitude_bound {k a b M : ℝ} {U A δ : ℝ → ℝ} (hk : 0 < k)
    (hU : ContinuousOn U (uIcc a b))
    (hA : ∀ r ∈ uIcc a b, DifferentiableAt ℝ A r)
    (hδ : ∀ r ∈ uIcc a b, DifferentiableAt ℝ δ r)
    (hA0 : ∀ r ∈ uIcc a b, A r ≠ 0)
    (hu : ∀ r ∈ uIcc a b, SolvesAt k U A δ r)
    (hM : ∀ r ∈ uIcc a b, |U r| ≤ M) :
    |A b| ≤ |A a| * Real.exp (M / k * (1 / 2) * |b - a|) := by
  rw [amplitude_quadrature hk hU hA hδ hA0 hu]
  refine mul_le_mul_of_nonneg_left (Real.exp_le_exp.2 ?_) (abs_nonneg _)
  refine (le_abs_self _).trans ?_
  rw [← Real.norm_eq_abs]
  refine intervalIntegral.norm_integral_le_of_norm_le_const ?_
  intro r hr
  have hUr := hM r (uIoc_subset_uIcc hr)
  have hsc := Real.sin_sq_add_cos_sq (k * r + δ r)
  -- the product of sine and cosine never exceeds one half
  have hhalf : |Real.sin (k * r + δ r) * Real.cos (k * r + δ r)| ≤ 1 / 2 := by
    rw [abs_le]
    constructor
    · nlinarith [sq_nonneg (Real.sin (k * r + δ r) + Real.cos (k * r + δ r))]
    · nlinarith [sq_nonneg (Real.sin (k * r + δ r) - Real.cos (k * r + δ r))]
  rw [Real.norm_eq_abs, abs_mul, abs_div, abs_of_pos hk]
  have hM0 : 0 ≤ M := (abs_nonneg _).trans hUr
  exact mul_le_mul (div_le_div_of_nonneg_right hUr hk.le) hhalf (abs_nonneg _)
    (div_nonneg hM0 hk.le)
```

## A constant barrier

Take $U=2k^2$, $A=e^{kr}$ and $\delta=\pi/4-kr$. The total phase stays at $\pi/4$, so $s^2=sc=1/2$. Calogero's equations then require $\delta'=-k$ and $A'=kA$, as these functions satisfy. The wave function is $u=e^{kr}/\sqrt2$, a growing solution. Up to a constant factor, it is the wave function inside a barrier of finite width away from the origin when $u'/u=k$ at the inner edge; otherwise the wave function there contains a part proportional to the decaying solution $e^{-kr}$. Extended to all radii it is not a physical state, since it does not vanish at the origin and grows without bound. The proof checks the two first-order equations and uses the converse direction of the equivalence.

```lean
/-- For the constant potential `U = 2k²`, the amplitude `exp(kr)` and the phase `π/4 - kr` solve
the radial equation in phase-amplitude form at every radius. -/
theorem solvesAt_witness {k : ℝ} (hk : 0 < k) (r : ℝ) :
    SolvesAt k (fun _ => 2 * k ^ 2) (fun x => Real.exp (k * x))
      (fun x => Real.pi / 4 - k * x) r := by
  have hl : HasDerivAt (fun x : ℝ => k * x) k r :=
    ((hasDerivAt_id' r).const_mul k).congr_deriv (by ring)
  have hA : HasDerivAt (fun x => Real.exp (k * x)) (k * Real.exp (k * r)) r :=
    hl.exp.congr_deriv (by ring)
  have hδ : HasDerivAt (fun x => Real.pi / 4 - k * x) (-k) r :=
    ((hasDerivAt_const r (Real.pi / 4)).fun_sub hl).congr_deriv (by ring)
  have e : k * r + (Real.pi / 4 - k * r) = Real.pi / 4 := by ring
  have hs : Real.sin (Real.pi / 4) ^ 2 = 1 / 2 := by
    rw [Real.sin_pi_div_four, div_pow, Real.sq_sqrt (by norm_num)]
    norm_num
  have hc : Real.cos (Real.pi / 4) = Real.sin (Real.pi / 4) := by
    rw [Real.sin_pi_div_four, Real.cos_pi_div_four]
  have h2 : 2 * k ^ 2 / k = 2 * k := by field_simp
  refine (solvesAt_iff_calogero hk hA hδ (Real.exp_ne_zero _)).2 ⟨?_, ?_⟩
  · simp only [e, h2]
    linear_combination 2 * k * hs
  · simp only [e, h2, hc]
    linear_combination (-2 * k * Real.exp (k * r)) * hs

end

end CalogeroPhaseAmplitude
```

```lean
#print axioms CalogeroPhaseAmplitude.solvesAt_iff_calogero
-- 'CalogeroPhaseAmplitude.solvesAt_iff_calogero' depends on axioms: [propext, Classical.choice, Quot.sound]
#print axioms CalogeroPhaseAmplitude.amplitude_bound
-- 'CalogeroPhaseAmplitude.amplitude_bound' depends on axioms: [propext, Classical.choice, Quot.sound]
```
